# Without relaxation, a rectangular 90° pulse gives z magnetisation the first-order offset phase of free precession for 2/π of its duration

In an NMR experiment a 90° pulse turns equilibrium magnetisation from z into the transverse plane. The pulse takes time, and a spin off resonance precesses about the z axis while it is being tipped. It therefore ends the pulse with a phase that depends on its offset, and across a spectrum this appears as a phase error that is linear in frequency near resonance. How long a delay after an instantaneous pulse would give the same linear error?

```lean
import Mathlib

open scoped Matrix Real

namespace FinitePulsePhase

noncomputable section
```

## Rotation in the rotating frame

Write M = (x, y, z) for the magnetisation in the rotating frame. Without relaxation it obeys

    dM/dt = Ω × M,

a right-handed rotation about Ω at angular speed |Ω|. Here Ω is the whole rotation vector; many NMR texts use that letter for the offset alone. During the pulse Ω = (w, 0, d), where w is the pulse amplitude (often written ω₁) and d is the offset, both angular frequencies. During free precession Ω = (0, 0, d).

In Lean a magnetisation is a function on `Fin 3`, with indices 0, 1, 2 for x, y, z. `Precesses Ω M` says that the equation holds at every real time. A pulse is thus a solution with constant Ω, read at the moment when the pulse ends. That a real transmitter pulse acts as such a constant vector, with a rectangular envelope and no counter-rotating field, is the modelling step that the hypotheses take for granted.

```lean
/-- The Bloch equation without relaxation, `dM/dt = Ω × M`: the magnetisation `M` rotates
about `Ω` at angular speed `|Ω|`. -/
def Precesses (Ω : Fin 3 → ℝ) (M : ℝ → Fin 3 → ℝ) : Prop :=
  ∀ t, HasDerivAt M (Ω ⨯₃ M t) t
```

Let φ be the angle of the transverse part, measured from −y towards +x. Then

    tan φ = −x/y.

`phaseRatio` is this tangent and not the angle itself. At φ = 0 the two have the same slope.

```lean
/-- The ratio `-x/y` of the transverse components of a magnetisation with `y ≠ 0`. -/
def phaseRatio (m : Fin 3 → ℝ) : ℝ := -m 0 / m 1
```

Off resonance the rotation is faster than w, with effective rate

    E = √(w² + d²).

```lean
/-- The effective angular speed `√(w² + d²)` for pulse amplitude `w` and offset `d`. -/
def effRate (w d : ℝ) : ℝ := √(w ^ 2 + d ^ 2)
```

## The trajectory during the pulse

Let n = (w, 0, d)/E be the unit vector along the rotation axis, e = (0, 0, 1) the starting magnetisation and θ = Et the angle turned. The part of e along n stays fixed and the rest rotates:

    M = (n·e) n + cos θ (e − (n·e) n) + sin θ (n × e).

With n·e = d/E and n × e = (0, −w/E, 0) this gives

    x = wd (1 − cos θ)/E²
    y = −w sin θ/E
    z = (d² + w² cos θ)/E².

```lean
/-- The explicit magnetisation at time `t` of a pulse of amplitude `w` and offset `d` that starts
from unit z magnetisation, for `w` and `d` not both zero. -/
def pulse (w d t : ℝ) : Fin 3 → ℝ :=
  ![w * d * (1 - Real.cos (effRate w d * t)) / effRate w d ^ 2,
    -(w * Real.sin (effRate w d * t)) / effRate w d,
    (d ^ 2 + w ^ 2 * Real.cos (effRate w d * t)) / effRate w d ^ 2]
```

To check these formulas we need the equation of motion in components. For Ω = (a, 0, d) the cross product gives

    dx/dt = −d y
    dy/dt = d x − a z
    dz/dt = a y.

The proof computes the cross product entry by entry and uses the fact that a vector function is differentiable exactly when its components are.

```lean
/-- The Bloch equation in components for a rotation vector `(a, 0, d)`. -/
theorem precesses_iff (a d : ℝ) (M : ℝ → Fin 3 → ℝ) :
    Precesses ![a, 0, d] M ↔ ∀ t,
      HasDerivAt (fun s => M s 0) (-d * M t 1) t ∧
      HasDerivAt (fun s => M s 1) (d * M t 0 - a * M t 2) t ∧
      HasDerivAt (fun s => M s 2) (a * M t 1) t := by
  unfold Precesses
  refine forall_congr' fun t => ?_
  have e : ![a, 0, d] ⨯₃ M t = ![-d * M t 1, d * M t 0 - a * M t 2, a * M t 1] := by
    ext i
    fin_cases i <;> simp [cross_apply]
  rw [e, hasDerivAt_pi]
  exact ⟨fun h => ⟨h 0, h 1, h 2⟩, fun ⟨h0, h1, h2⟩ i => by
    fin_cases i
    exacts [h0, h1, h2]⟩
```

The theorems speak of any solution, so a solution must be fixed by its initial value. If M and N both precess about Ω, their difference u = M − N satisfies du/dt = Ω × u, and

    d|u|²/dt = 2 u·(Ω × u) = 0.

If u vanishes at time zero, it vanishes always. In the code `hf` is this conservation law, with `ring` cancelling the triple product. A sum of three squares equal to zero then forces each component to agree.

```lean
/-- Two magnetisations that precess about the same vector and agree at time zero
agree at all times. -/
theorem precesses_unique {Ω : Fin 3 → ℝ} {M N : ℝ → Fin 3 → ℝ}
    (hM : Precesses Ω M) (hN : Precesses Ω N) (h0 : M 0 = N 0) (t : ℝ) : M t = N t := by
  have c0 : ∀ v : Fin 3 → ℝ, (Ω ⨯₃ v) 0 = Ω 1 * v 2 - Ω 2 * v 1 :=
    fun v => by simp [cross_apply]
  have c1 : ∀ v : Fin 3 → ℝ, (Ω ⨯₃ v) 1 = Ω 2 * v 0 - Ω 0 * v 2 :=
    fun v => by simp [cross_apply]
  have c2 : ∀ v : Fin 3 → ℝ, (Ω ⨯₃ v) 2 = Ω 0 * v 1 - Ω 1 * v 0 :=
    fun v => by simp [cross_apply]
  have hu : ∀ (i : Fin 3) (s : ℝ), HasDerivAt (fun r => M r i - N r i)
      ((Ω ⨯₃ M s) i - (Ω ⨯₃ N s) i) s :=
    fun i s => (hasDerivAt_pi.1 (hM s) i).fun_sub (hasDerivAt_pi.1 (hN s) i)
  -- the squared length of the difference is conserved
  have hf : ∀ s, HasDerivAt (fun r => (M r 0 - N r 0) * (M r 0 - N r 0)
      + (M r 1 - N r 1) * (M r 1 - N r 1) + (M r 2 - N r 2) * (M r 2 - N r 2)) 0 s := by
    intro s
    refine ((((hu 0 s).fun_mul (hu 0 s)).fun_add ((hu 1 s).fun_mul (hu 1 s))).fun_add
      ((hu 2 s).fun_mul (hu 2 s))).congr_deriv ?_
    simp only [c0, c1, c2]
    ring
  have k := is_const_of_deriv_eq_zero (fun s => (hf s).differentiableAt)
    (fun s => (hf s).deriv) t 0
  simp only [h0, sub_self, mul_zero, add_zero] at k
  have p0 := mul_self_nonneg (M t 0 - N t 0)
  have p1 := mul_self_nonneg (M t 1 - N t 1)
  have p2 := mul_self_nonneg (M t 2 - N t 2)
  have z0 : M t 0 - N t 0 = 0 := mul_self_eq_zero.1 (by linarith)
  have z1 : M t 1 - N t 1 = 0 := mul_self_eq_zero.1 (by linarith)
  have z2 : M t 2 - N t 2 = 0 := mul_self_eq_zero.1 (by linarith)
  funext i
  fin_cases i
  exacts [sub_eq_zero.1 z0, sub_eq_zero.1 z1, sub_eq_zero.1 z2]
```

Now differentiate the trajectory. The x and z equations follow at once:

    dx/dt = wd sin θ/E = −d y
    dz/dt = −w² sin θ/E = w y.

For y, the two terms ±wd²/E² without a cosine cancel:

    d x − w z = −w cos θ (d² + w²)/E² = −w cos θ = dy/dt.

At t = 0 the formulas give (0, 0, 1). The facts `q1` and `q2` are the normalisations (w² + d²)/E² = 1 and E/E = 1, which `linear_combination` uses for the y equation.

```lean
/-- For `w > 0` the explicit pulse trajectory solves the Bloch equation with rotation vector
`(w, 0, d)` and starts from unit z magnetisation. -/
theorem pulse_witness {w : ℝ} (hw : 0 < w) (d : ℝ) :
    Precesses ![w, 0, d] (pulse w d) ∧ pulse w d 0 = ![0, 0, 1] := by
  have hE : effRate w d ≠ 0 := (Real.sqrt_pos.2 (by positivity)).ne'
  have hE2 : effRate w d ^ 2 = w ^ 2 + d ^ 2 := Real.sq_sqrt (by positivity)
  have q1 : (w ^ 2 + d ^ 2) / effRate w d ^ 2 = 1 := by
    rw [← hE2]
    exact div_self (pow_ne_zero 2 hE)
  have q2 : effRate w d / effRate w d = 1 := div_self hE
  refine ⟨(precesses_iff w d _).2 fun t => ?_, ?_⟩
  · have hl : HasDerivAt (fun s => effRate w d * s) (effRate w d) t := by
      simpa using (hasDerivAt_id' t).const_mul (effRate w d)
    have hc := hl.cos
    have hs := hl.sin
    refine ⟨?_, ?_, ?_⟩
    · refine (((hc.const_sub 1).const_mul (w * d)).div_const (effRate w d ^ 2)).congr_deriv ?_
      change _ = -d * (-(w * Real.sin (effRate w d * t)) / effRate w d)
      field_simp
    · refine ((hs.const_mul w).fun_neg.div_const (effRate w d)).congr_deriv ?_
      change _ = d * (w * d * (1 - Real.cos (effRate w d * t)) / effRate w d ^ 2)
        - w * ((d ^ 2 + w ^ 2 * Real.cos (effRate w d * t)) / effRate w d ^ 2)
      linear_combination (-(w * Real.cos (effRate w d * t))) * q2
        + w * Real.cos (effRate w d * t) * q1
    · refine (((hc.const_mul (w ^ 2)).const_add (d ^ 2)).div_const
        (effRate w d ^ 2)).congr_deriv ?_
      change _ = w * (-(w * Real.sin (effRate w d * t)) / effRate w d)
      field_simp
  · have h : pulse w d 0 = ![0, 0, (w ^ 2 + d ^ 2) / effRate w d ^ 2] := by
      simp [pulse, add_comm]
    rw [h, q1]
```

## The slope for a general flip angle

Let the pulse last β/w, so that β is the flip angle on resonance. Off resonance the angle turned is θ = Eβ/w, and

    −x/y = d g(d),  g(d) = (1 − cos θ)/(E sin θ).

At d = 0 we have E = w, θ = β and y = −sin β. The condition sin β ≠ 0 says that the on-resonance pulse leaves some transverse magnetisation, and it makes g differentiable at zero. By the product rule the slope is g(0) + 0·g′(0), which is

    g(0) = (1 − cos β)/(w sin β)
         = 2 sin²(β/2)/(2w sin(β/2) cos(β/2))
         = tan(β/2)/w.

In the theorem, `M d t` is the magnetisation at offset `d` and time `t`, and the hypotheses say that every `M d` solves the pulse equation from unit z. Uniqueness replaces `M d` by the explicit trajectory, `hfun` is the factorisation, and `hg` the differentiability of g. Away from resonance sin θ may vanish; Lean's division by zero then gives 0 on both sides of `hfun`, hence the case split.

```lean
/-- A pulse of amplitude `w > 0` and duration `β/w`, with `sin β ≠ 0`, acts on unit z
magnetisation. The final ratio `-x/y` has offset derivative `tan(β/2)/w` at resonance. -/
theorem pulse_slope {w β : ℝ} (hw : 0 < w) (hβ : Real.sin β ≠ 0)
    {M : ℝ → ℝ → Fin 3 → ℝ} (hM : ∀ d, Precesses ![w, 0, d] (M d))
    (h0 : ∀ d, M d 0 = ![0, 0, 1]) :
    HasDerivAt (fun d => phaseRatio (M d (β / w))) (Real.tan (β / 2) / w) 0 := by
  -- the ratio is the offset times a function that is smooth at resonance
  have hfun : (fun d => phaseRatio (M d (β / w))) = fun d =>
      d * ((1 - Real.cos (effRate w d * (β / w))) /
        (effRate w d * Real.sin (effRate w d * (β / w)))) := by
    funext d
    have hE : effRate w d ≠ 0 := (Real.sqrt_pos.2 (by positivity)).ne'
    rw [precesses_unique (hM d) (pulse_witness hw d).1
      ((h0 d).trans (pulse_witness hw d).2.symm) (β / w)]
    change -(w * d * (1 - Real.cos (effRate w d * (β / w))) / effRate w d ^ 2) /
      (-(w * Real.sin (effRate w d * (β / w))) / effRate w d) = _
    generalize Real.cos (effRate w d * (β / w)) = c
    generalize Real.sin (effRate w d * (β / w)) = s
    by_cases hs : s = 0
    · rw [hs]
      simp
    · field_simp
  have e0 : effRate w 0 = w := by
    unfold effRate
    rw [show w ^ 2 + (0 : ℝ) ^ 2 = w ^ 2 by ring, Real.sqrt_sq hw.le]
  have e1 : w * (β / w) = β := by field_simp
  have hE : DifferentiableAt ℝ (fun d => effRate w d) 0 := by
    unfold effRate
    exact DifferentiableAt.sqrt (by fun_prop) (by positivity)
  have hne : effRate w 0 * Real.sin (effRate w 0 * (β / w)) ≠ 0 := by
    rw [e0, e1]
    exact mul_ne_zero hw.ne' hβ
  have hg : DifferentiableAt ℝ (fun d => (1 - Real.cos (effRate w d * (β / w))) /
      (effRate w d * Real.sin (effRate w d * (β / w)))) 0 :=
    ((hE.mul_const (β / w)).cos.const_sub 1).div (hE.mul (hE.mul_const (β / w)).sin) hne
  rw [hfun]
  refine ((hasDerivAt_id' (0 : ℝ)).fun_mul hg.hasDerivAt).congr_deriv ?_
  rw [e0, e1, one_mul, zero_mul, add_zero]
  -- half-angle formula
  obtain ⟨a, rfl⟩ : ∃ a, β = 2 * a := ⟨β / 2, by ring⟩
  rw [Real.sin_two_mul] at hβ
  have hsin : Real.sin a ≠ 0 := fun h => hβ (by rw [h]; ring)
  have hcos : Real.cos a ≠ 0 := fun h => hβ (by rw [h]; ring)
  have hh : 1 - Real.cos (2 * a) = 2 * Real.sin a ^ 2 := by
    rw [Real.cos_two_mul]
    linarith [Real.sin_sq_add_cos_sq a]
  rw [hh, Real.sin_two_mul, show 2 * a / 2 = a by ring, Real.tan_eq_sin_div_cos]
  field_simp
```

## The 90° pulse

For β = π/2 the duration is π/(2w), and tan(π/4) = 1, so

    d(−x/y)/dd at d = 0 is 1/w.

```lean
/-- After a pulse of amplitude `w > 0` and duration `π/(2w)` on unit z magnetisation, the
ratio `-x/y` has offset derivative `1/w` at resonance. -/
theorem ninety_pulse_slope {w : ℝ} (hw : 0 < w)
    {M : ℝ → ℝ → Fin 3 → ℝ} (hM : ∀ d, Precesses ![w, 0, d] (M d))
    (h0 : ∀ d, M d 0 = ![0, 0, 1]) :
    HasDerivAt (fun d => phaseRatio (M d (π / (2 * w)))) (1 / w) 0 := by
  have h := pulse_slope (β := π / 2) hw (by simp) hM h0
  rw [show π / 2 / w = π / (2 * w) by rw [div_div], show π / 2 / 2 = π / 4 by ring,
    Real.tan_pi_div_four] at h
  exact h
```

The ratio is a genuine quotient over a wide range of offsets. If d² < 3w², then E < 2w, and the angle turned satisfies

    0 < Eπ/(2w) < π.

Its sine is positive, so y = −w sin θ/E is negative. The inequality `hangle` is the upper bound on the angle.

The bound on d cannot be relaxed to d² ≤ 3w². At d = √3 w the effective rate is 2w, the magnetisation turns through exactly π, and it ends at (√3/2, 0, 1/2), where y = 0 and −x/y has no meaning.

```lean
/-- For `w > 0` and offsets with `d² < 3w²`, the pulse of duration `π/(2w)` takes unit z
magnetisation to a state with strictly negative `y` component. -/
theorem ninety_pulse_y_neg {w d : ℝ} (hw : 0 < w) (hd : d ^ 2 < 3 * w ^ 2)
    {M : ℝ → Fin 3 → ℝ} (hM : Precesses ![w, 0, d] M) (h0 : M 0 = ![0, 0, 1]) :
    M (π / (2 * w)) 1 < 0 := by
  have hE : 0 < effRate w d := Real.sqrt_pos.2 (by positivity)
  have hlt : effRate w d < 2 * w := (Real.sqrt_lt' (by positivity)).2 (by nlinarith)
  -- the actual rotation angle stays below π
  have hangle : effRate w d * (π / (2 * w)) < π := by
    rw [← mul_div_assoc, div_lt_iff₀ (by positivity)]
    nlinarith [Real.pi_pos]
  have hs := Real.sin_pos_of_pos_of_lt_pi (by positivity) hangle
  rw [precesses_unique hM (pulse_witness hw d).1 (h0.trans (pulse_witness hw d).2.symm)]
  change -(w * Real.sin (effRate w d * (π / (2 * w)))) / effRate w d < 0
  exact div_neg_of_neg_of_pos (neg_lt_zero.2 (mul_pos hw hs)) hE
```

## The equivalent delay

An instantaneous 90° pulse about x would leave the magnetisation at (0, −1, 0). Free precession from there for a time τ gives

    x = sin(dτ),  y = −cos(dτ),  −x/y = tan(dτ),

with slope τ at d = 0. The clock of `N d` starts at the end of the ideal pulse. The proof checks this solution as `hsol`, identifies it with `N d` by uniqueness, and differentiates sin/cos.

```lean
/-- Magnetisation that starts along `-y` and precesses freely at offset `d` for a time `τ`
has a ratio `-x/y` whose offset derivative at resonance is `τ`. -/
theorem free_slope (τ : ℝ) {N : ℝ → ℝ → Fin 3 → ℝ}
    (hN : ∀ d, Precesses ![0, 0, d] (N d)) (h0 : ∀ d, N d 0 = ![0, -1, 0]) :
    HasDerivAt (fun d => phaseRatio (N d τ)) τ 0 := by
  have hsol : ∀ d, Precesses ![0, 0, d]
      (fun t => ![Real.sin (d * t), -Real.cos (d * t), 0]) := by
    intro d
    refine (precesses_iff 0 d _).2 fun t => ?_
    have hl : HasDerivAt (fun s => d * s) d t := by
      simpa using (hasDerivAt_id' t).const_mul d
    refine ⟨hl.sin.congr_deriv ?_, hl.cos.fun_neg.congr_deriv ?_,
      (hasDerivAt_const t (0 : ℝ)).congr_deriv ?_⟩
    · change _ = -d * -Real.cos (d * t)
      ring
    · change _ = d * Real.sin (d * t) - 0 * 0
      ring
    · exact (zero_mul _).symm
  have hfun : (fun d => phaseRatio (N d τ)) = fun d => Real.tan (d * τ) := by
    funext d
    rw [precesses_unique (hN d) (hsol d) ((h0 d).trans (by simp)) τ]
    change -Real.sin (d * τ) / -Real.cos (d * τ) = _
    rw [neg_div_neg_eq, Real.tan_eq_sin_div_cos]
  rw [hfun]
  have hl : HasDerivAt (fun d : ℝ => d * τ) τ 0 := by
    simpa using (hasDerivAt_id' (0 : ℝ)).mul_const τ
  have hc : Real.cos (0 * τ) ≠ 0 := by simp
  have h := hl.sin.fun_div hl.cos hc
  simp only [Real.tan_eq_sin_div_cos]
  refine h.congr_deriv ?_
  simp
```

The two slopes are τ and 1/w. They are equal exactly when

    τ = 1/w = (2/π) · π/(2w),

which is 2/π of the pulse duration. The last theorem states this as an equivalence between equal derivatives and that value of τ. Both derivatives exist by the preceding results, so the proof only substitutes them and simplifies the product.

The agreement is one of slopes at resonance; at finite offset the two ratios may differ. In a simulation of uncoupled spins without relaxation, a rectangular 90° pulse on z magnetisation can therefore be replaced by an instantaneous one followed by a delay 1/w, as far as the phase to first order in the offset is concerned.

```lean
/-- For `w > 0`, free precession from `-y` for a time `τ` has the same first-order offset
dependence of `-x/y` at resonance as the pulse of duration `π/(2w)` on unit z magnetisation
exactly when `τ` is `2/π` of the pulse duration. -/
theorem equivalent_delay {w : ℝ} (hw : 0 < w) (τ : ℝ) {M N : ℝ → ℝ → Fin 3 → ℝ}
    (hM : ∀ d, Precesses ![w, 0, d] (M d)) (hM0 : ∀ d, M d 0 = ![0, 0, 1])
    (hN : ∀ d, Precesses ![0, 0, d] (N d)) (hN0 : ∀ d, N d 0 = ![0, -1, 0]) :
    deriv (fun d => phaseRatio (N d τ)) 0 = deriv (fun d => phaseRatio (M d (π / (2 * w)))) 0
      ↔ τ = 2 / π * (π / (2 * w)) := by
  have h : 2 / π * (π / (2 * w)) = 1 / w := by
    have hpi := Real.pi_ne_zero
    field_simp
  rw [(free_slope τ hN hN0).deriv, (ninety_pulse_slope hw hM hM0).deriv, h]

end

end FinitePulsePhase
```

```lean
#print axioms FinitePulsePhase.ninety_pulse_y_neg
#print axioms FinitePulsePhase.equivalent_delay
```

```
'FinitePulsePhase.ninety_pulse_y_neg' depends on axioms: [propext, Classical.choice, Quot.sound]
'FinitePulsePhase.equivalent_delay' depends on axioms: [propext, Classical.choice, Quot.sound]
```
